# Polynomials in cos q of degree below L have twist-independent momentum sums on an L-site ring

## A ring with a twisted boundary

A particle hops between neighbouring sites of a ring of $L$ sites, with lattice spacing one. Carrying its wavefunction once round the ring multiplies it by $e^{i\theta}$, where $\theta$ is the twist: $\theta=0$ is the periodic boundary and $\theta=\pi$ the antiperiodic one. The allowed Bloch momenta are

$$q_k=\frac{2\pi k+\theta}{L},\qquad k=0,\dots,L-1,$$

and with hopping amplitude $t$ the band energy is $-2t\cos q_k$. A one-particle quantity that depends on the energy alone has the form $f(\cos q)$, and its total over the momenta is

$$S_f(\theta)=\sum_{k=0}^{L-1} f(\cos q_k).$$

Twist averaging, used in quantum Monte Carlo to reduce finite-size errors, averages results over several values of $\theta$. For non-interacting particles on this one-dimensional ring, we can bound how much $S_f$ changes with the twist.

## Exact dependence and its consequences

Let $p$ be a real polynomial of degree at most $L$, and $a_L$ its coefficient of $x^L$. Then

$$S_p(\theta)-S_p(\theta')=\frac{2L\,a_L(\cos\theta-\cos\theta')}{2^L}.$$

Three results follow for $L\ge1$.

- Among polynomials of degree at most $L$, the sum is independent of the twist exactly when the degree is below $L$.
- If $\deg p<L$ and $|f(x)-p(x)|\le\delta$ on $[-1,1]$, then $|S_f(\theta)-S_f(\theta')|\le 2L\delta$.
- The same bound holds between $S_f$ at one twist and any weighted average over finitely many twists, with non-negative weights that sum to one.

There is a picture behind this: $n$ powers of $\cos q$ describe $n$ hops, and a closed path of fewer than $L$ hops cannot wind round the ring and pick up the twist.

In Lean, `momentum L θ k` is $q_k$ and `twistSum L f θ` is $S_f(\theta)$, a total and not an average per site. The degree is `p.natDegree`, which is 0 for the zero polynomial, so `p.natDegree < L` already forces $L\ge1$. The function `f` is the same at every twist. This fits a Fermi function at fixed temperature and chemical potential. If the chemical potential is instead readjusted from twist to twist, `f` changes with it and the bounds do not apply as stated. The error $\delta$ is a hypothesis: it says how well the quantity can be represented by a polynomial in the band energy, and has to be supplied for each $f$. Interactions and higher dimensions are not covered.

## From harmonics to polynomials

**Harmonics.** For $0<m<L$ put $w=e^{2\pi i m/L}$. Then $w\ne1$ and $w^L=1$, so $(1-w)\sum_k w^k=1-w^L=0$ and the geometric sum vanishes. Hence

$$\sum_k e^{imq_k}=e^{im\theta/L}\sum_k w^k=0,$$

and the real part gives $\sum_k\cos(mq_k)=0$. For $m=L$ we have $Lq_k=\theta+2\pi k$, so the sum is $L\cos\theta$.

**Mixed moments.** Define $M_{n,m}(\theta)=\sum_k\cos^n(q_k)\cos(mq_k)$. The product formula for cosines gives

$$M_{n+1,m+1}=\tfrac12\left(M_{n,m+2}+M_{n,m}\right),\qquad M_{n+1,0}=M_{n,1}.$$

If $n+m<L$, then $M_{n,m}$ is independent of $\theta$, by induction on $n$. At $n=0$ it equals $L$ for $m=0$ and zero otherwise. In the step, neither recurrence raises the total order $n+m$.

If $n+(m+1)=L$, then

$$M_{n,m+1}(\theta)-M_{n,m+1}(\theta')=\frac{L(\cos\theta-\cos\theta')}{2^n}.$$

At $n=0$ this is the harmonic of order $m+1=L$, whose sum is $L\cos\theta$. In the step for $M_{n+1,m+1}$, the term $M_{n,m+2}$ again has order $L$, while $M_{n,m}$ has order $L-2$ and does not change with the twist. The factor $\tfrac12$ turns $2^n$ into $2^{n+1}$.

**Polynomials.** Write $p(x)=\sum_{i\le L}a_ix^i$, so that $S_p=\sum_i a_iM_{i,0}$. Terms with $i<L$ cancel between two twists. For $L\ge1$ the last one is $M_{L,0}=M_{L-1,1}$, which changes by $L(\cos\theta-\cos\theta')/2^{L-1}$. This is the exact formula. If $\deg p<L$, then $a_L=0$ and the difference vanishes. If $\deg p=L$, the twists $0$ and $\pi$ differ by $4La_L/2^L\ne0$.

**Approximation.** Each of the $L$ terms of $S_f-S_p$ is at most $\delta$ in size, so $|S_f-S_p|\le L\delta$ at every twist. Since $S_p(\theta)=S_p(\theta')$, the triangle inequality gives $2L\delta$. For weights $w_j$ and twists $\varphi_j$,

$$\Big|\sum_jw_jS_f(\varphi_j)-S_f(\theta)\Big|\le\sum_jw_j\,|S_f(\varphi_j)-S_f(\theta)|\le2L\delta.$$

## The sum in a band-structure code

A code for this ring loops over twists, builds the list of $q_k$, sums $f(\cos q_k)$ and averages. The squared band energies give a quick check of the momentum list: their sum is $2Lt^2$ at every twist for $L\ge3$, but $4t^2(1+\cos\theta)$ for $L=2$. For $L\ge3$ this check therefore cannot detect a wrong value of $\theta$. If the code replaces $f$ by a Chebyshev expansion of order below $L$, the exact momentum sum of that expansion has no twist dependence left to average.

## The Lean file and its proof

```lean
import Mathlib

open Finset Real

namespace TwistedRing

noncomputable section

/-- The `k`-th Bloch momentum of a ring of `L` sites with boundary twist `θ`. -/
def momentum (L : ℕ) (θ : ℝ) (k : ℕ) : ℝ := (2 * π * k + θ) / L

/-- The sum of `f (cos q)` over the `L` Bloch momenta `q` at twist `θ`. -/
def twistSum (L : ℕ) (f : ℝ → ℝ) (θ : ℝ) : ℝ :=
  ∑ k ∈ range L, f (Real.cos (momentum L θ k))

/-- The sum of `cos(q)^n * cos(m q)` over the `L` Bloch momenta `q` at twist `θ`. -/
def mixedMoment (L n m : ℕ) (θ : ℝ) : ℝ :=
  ∑ k ∈ range L, Real.cos (momentum L θ k) ^ n * Real.cos (m * momentum L θ k)

/-- A harmonic `cos(m q)` with `0 < m < L` sums to zero over the Bloch momenta, at any twist. -/
theorem harmonic_sum_eq_zero {L m : ℕ} (hm : 0 < m) (hmL : m < L) (θ : ℝ) :
    ∑ k ∈ range L, Real.cos (m * momentum L θ k) = 0 := by
  have hζ := Complex.isPrimitiveRoot_exp L (by omega)
  set w : ℂ := Complex.exp (2 * π * Complex.I / L) ^ m with hw
  have hw1 : w ≠ 1 := fun h =>
    absurd (Nat.le_of_dvd hm (hζ.dvd_of_pow_eq_one m h)) (by omega)
  have hwL : w ^ L = 1 := by
    rw [hw, ← pow_mul, mul_comm m L, pow_mul, hζ.pow_eq_one, one_pow]
  -- the geometric sum over a nontrivial root of unity vanishes
  have hsum : ∑ k ∈ range L, w ^ k = 0 := by
    have h := mul_neg_geom_sum w L
    rw [hwL, sub_self] at h
    exact (mul_eq_zero.mp h).resolve_left (sub_ne_zero.mpr hw1.symm)
  have term : ∀ k : ℕ, Complex.exp (((m * momentum L θ k : ℝ) : ℂ) * Complex.I)
      = Complex.exp ((m * θ / L : ℂ) * Complex.I) * w ^ k := by
    intro k
    rw [hw, ← Complex.exp_nat_mul, ← Complex.exp_nat_mul, ← Complex.exp_add]
    congr 1
    simp only [momentum]
    push_cast
    ring
  calc ∑ k ∈ range L, Real.cos (m * momentum L θ k)
      = ∑ k ∈ range L, (Complex.exp (((m * momentum L θ k : ℝ) : ℂ) * Complex.I)).re :=
        sum_congr rfl fun k _ => (Complex.exp_ofReal_mul_I_re _).symm
    _ = (∑ k ∈ range L, Complex.exp (((m * momentum L θ k : ℝ) : ℂ) * Complex.I)).re :=
        (Complex.re_sum _ _).symm
    _ = 0 := by
        rw [sum_congr rfl (fun k _ => term k), ← mul_sum, hsum, mul_zero, Complex.zero_re]

/-- Multiplying by one more `cos q` shifts the harmonic up and down by one. -/
theorem mixedMoment_succ (L n m : ℕ) (θ : ℝ) :
    mixedMoment L (n + 1) (m + 1) θ
      = (mixedMoment L n (m + 2) θ + mixedMoment L n m θ) / 2 := by
  unfold mixedMoment
  rw [← sum_add_distrib, sum_div]
  refine sum_congr rfl fun k _ => ?_
  generalize momentum L θ k = x
  have e1 : ((m + 2 : ℕ) : ℝ) * x = ((m + 1 : ℕ) : ℝ) * x + x := by push_cast; ring
  have e2 : (m : ℝ) * x = ((m + 1 : ℕ) : ℝ) * x - x := by push_cast; ring
  rw [e1, e2, Real.cos_add, Real.cos_sub]
  ring

/-- One factor `cos q` of a pure power can be read as the first harmonic. -/
theorem mixedMoment_zero (L n : ℕ) (θ : ℝ) :
    mixedMoment L (n + 1) 0 θ = mixedMoment L n 1 θ := by
  simp [mixedMoment, pow_succ]

/-- Mixed moments of total order below `L` do not depend on the twist. -/
theorem mixedMoment_eq {L : ℕ} (θ θ' : ℝ) (n m : ℕ) (h : n + m < L) :
    mixedMoment L n m θ = mixedMoment L n m θ' := by
  induction n generalizing m with
  | zero =>
    rcases Nat.eq_zero_or_pos m with rfl | hm
    · simp [mixedMoment]
    · simp only [mixedMoment, pow_zero, one_mul]
      rw [harmonic_sum_eq_zero hm (by omega), harmonic_sum_eq_zero hm (by omega)]
  | succ n ih =>
    cases m with
    | zero =>
      rw [mixedMoment_zero, mixedMoment_zero]
      exact ih 1 (by omega)
    | succ m =>
      rw [mixedMoment_succ, mixedMoment_succ, ih (m + 2) (by omega), ih m (by omega)]

/-- Mixed moments of total order exactly `L`, with a harmonic of order at least one,
change with the twist in proportion to the change of `cos θ`. -/
theorem mixedMoment_sub {L : ℕ} (θ θ' : ℝ) (n m : ℕ) (h : n + (m + 1) = L) :
    mixedMoment L n (m + 1) θ - mixedMoment L n (m + 1) θ'
      = L * (Real.cos θ - Real.cos θ') / 2 ^ n := by
  induction n generalizing m with
  | zero =>
    obtain rfl : L = m + 1 := by omega
    -- the harmonic of order `L` takes the same value `cos φ` at every momentum
    have key : ∀ φ : ℝ, mixedMoment (m + 1) 0 (m + 1) φ
        = ((m + 1 : ℕ) : ℝ) * Real.cos φ := by
      intro φ
      have hc : ∀ k : ℕ, Real.cos (((m + 1 : ℕ) : ℝ) * momentum (m + 1) φ k)
          = Real.cos φ := by
        intro k
        have hne : ((m + 1 : ℕ) : ℝ) ≠ 0 := Nat.cast_ne_zero.mpr (by omega)
        have e : ((m + 1 : ℕ) : ℝ) * momentum (m + 1) φ k = φ + k * (2 * π) := by
          unfold momentum
          rw [mul_div_cancel₀ _ hne]
          ring
        rw [e, Real.cos_add_nat_mul_two_pi]
      simp only [mixedMoment, pow_zero, one_mul]
      rw [sum_congr rfl (fun k _ => hc k), sum_const, card_range, nsmul_eq_mul]
    rw [key, key]
    ring
  | succ n ih =>
    have h1 : mixedMoment L n (m + 2) θ - mixedMoment L n (m + 2) θ'
        = L * (Real.cos θ - Real.cos θ') / 2 ^ n := ih (m + 1) (by omega)
    have h2 := mixedMoment_eq (L := L) θ θ' n m (by omega)
    rw [mixedMoment_succ, mixedMoment_succ, pow_succ]
    linear_combination h1 / 2 + h2 / 2

/-- For a polynomial of degree at most `L`, the change of the momentum sum between two twists
is fixed by the coefficient of order `L` and the change of `cos θ`. -/
theorem twistSum_sub {L : ℕ} {p : Polynomial ℝ} (hp : p.natDegree ≤ L) (θ θ' : ℝ) :
    twistSum L (fun x => p.eval x) θ - twistSum L (fun x => p.eval x) θ'
      = 2 * L * p.coeff L * (Real.cos θ - Real.cos θ') / 2 ^ L := by
  -- expand the polynomial into power moments
  have expand : ∀ φ : ℝ, twistSum L (fun x => p.eval x) φ
      = ∑ i ∈ range (L + 1), p.coeff i * mixedMoment L i 0 φ := by
    intro φ
    simp only [twistSum, mixedMoment, mul_sum]
    rw [sum_comm]
    refine sum_congr rfl fun k _ => ?_
    rw [Polynomial.eval_eq_sum_range' (Nat.lt_succ_of_le hp)]
    exact sum_congr rfl fun i _ => by simp
  rcases L with _ | n
  · simp [twistSum]
  · have low : ∑ i ∈ range (n + 1), p.coeff i * mixedMoment (n + 1) i 0 θ
        = ∑ i ∈ range (n + 1), p.coeff i * mixedMoment (n + 1) i 0 θ' :=
      sum_congr rfl fun i hi => by
        rw [mixedMoment_eq θ θ' i 0 (by have := mem_range.mp hi; omega)]
    have top : mixedMoment (n + 1) n 1 θ - mixedMoment (n + 1) n 1 θ'
        = ((n + 1 : ℕ) : ℝ) * (Real.cos θ - Real.cos θ') / 2 ^ n :=
      mixedMoment_sub θ θ' n 0 (by omega)
    rw [expand θ, expand θ', sum_range_succ _ (n + 1), sum_range_succ _ (n + 1), low,
      mixedMoment_zero, mixedMoment_zero, pow_succ]
    linear_combination p.coeff (n + 1) * top

/-- For a polynomial of degree at most `L`, with `L ≥ 1`, the momentum sum is independent of
the twist exactly when the degree is below `L`. -/
theorem twistSum_independent_iff {L : ℕ} (hL : 0 < L) {p : Polynomial ℝ}
    (hp : p.natDegree ≤ L) :
    (∀ θ θ' : ℝ, twistSum L (fun x => p.eval x) θ = twistSum L (fun x => p.eval x) θ')
      ↔ p.natDegree < L := by
  constructor
  · intro h
    by_contra hn
    have e : p.natDegree = L := by omega
    have hc : p.coeff L ≠ 0 := by
      intro h0
      rw [← e] at h0
      have hz : p = 0 := Polynomial.leadingCoeff_eq_zero.mp h0
      rw [hz, Polynomial.natDegree_zero] at e
      omega
    have hL' : (L : ℝ) ≠ 0 := Nat.cast_ne_zero.mpr (by omega)
    -- compare periodic and antiperiodic boundary conditions
    have hf := twistSum_sub hp 0 π
    rw [h 0 π, sub_self, Real.cos_zero, Real.cos_pi] at hf
    exact div_ne_zero (mul_ne_zero (mul_ne_zero (mul_ne_zero two_ne_zero hL') hc)
      (by norm_num)) (pow_ne_zero _ two_ne_zero) hf.symm
  · intro h θ θ'
    have hf := twistSum_sub hp θ θ'
    rw [Polynomial.coeff_eq_zero_of_natDegree_lt h] at hf
    linear_combination hf

/-- If `f` is within `δ` of a polynomial of degree below `L` on `[-1, 1]`, its momentum sums
at any two twists differ by at most `2 L δ`. -/
theorem twistSum_variation_le {L : ℕ} {p : Polynomial ℝ} (hp : p.natDegree < L)
    {f : ℝ → ℝ} {δ : ℝ} (hf : ∀ x ∈ Set.Icc (-1 : ℝ) 1, |f x - p.eval x| ≤ δ) (θ θ' : ℝ) :
    |twistSum L f θ - twistSum L f θ'| ≤ 2 * L * δ := by
  have key : ∀ φ : ℝ, |twistSum L f φ - twistSum L (fun x => p.eval x) φ| ≤ L * δ := by
    intro φ
    unfold twistSum
    rw [← sum_sub_distrib]
    refine (abs_sum_le_sum_abs _ _).trans ?_
    refine (sum_le_sum fun k _ =>
      hf _ ⟨Real.neg_one_le_cos _, Real.cos_le_one _⟩).trans ?_
    rw [sum_const, card_range, nsmul_eq_mul]
  have h0 := (twistSum_independent_iff (by omega) hp.le).mpr hp θ θ'
  have h1 := abs_le.mp (key θ)
  have h2 := abs_le.mp (key θ')
  rw [abs_le]
  constructor <;> linarith [h1.1, h1.2, h2.1, h2.2]

/-- If `f` is within `δ` of a polynomial of degree below `L` on `[-1, 1]`, an average over finitely
many twists, with non-negative weights that sum to one, differs from the momentum sum at any single
twist by at most `2 L δ`. -/
theorem twist_average_sub_le {ι : Type*} {L : ℕ} {p : Polynomial ℝ} (hp : p.natDegree < L)
    {f : ℝ → ℝ} {δ : ℝ} (hf : ∀ x ∈ Set.Icc (-1 : ℝ) 1, |f x - p.eval x| ≤ δ)
    (s : Finset ι) (w φ : ι → ℝ) (hw : ∀ j ∈ s, 0 ≤ w j) (hw1 : ∑ j ∈ s, w j = 1) (θ : ℝ) :
    |∑ j ∈ s, w j * twistSum L f (φ j) - twistSum L f θ| ≤ 2 * L * δ := by
  have e : ∑ j ∈ s, w j * twistSum L f (φ j) - twistSum L f θ
      = ∑ j ∈ s, w j * (twistSum L f (φ j) - twistSum L f θ) := by
    simp only [mul_sub, sum_sub_distrib, ← sum_mul, hw1, one_mul]
  rw [e]
  calc |∑ j ∈ s, w j * (twistSum L f (φ j) - twistSum L f θ)|
      ≤ ∑ j ∈ s, |w j * (twistSum L f (φ j) - twistSum L f θ)| := abs_sum_le_sum_abs _ _
    _ ≤ ∑ j ∈ s, w j * (2 * L * δ) := sum_le_sum fun j hj => by
        rw [abs_mul, abs_of_nonneg (hw j hj)]
        exact mul_le_mul_of_nonneg_left (twistSum_variation_le hp hf _ _) (hw j hj)
    _ = 2 * L * δ := by rw [← sum_mul, hw1, one_mul]

end

end TwistedRing
```

```lean
#print axioms TwistedRing.twistSum_independent_iff
#print axioms TwistedRing.twist_average_sub_le
```

```
'TwistedRing.twistSum_independent_iff' depends on axioms: [propext, Classical.choice, Quot.sound]
'TwistedRing.twist_average_sub_le' depends on axioms: [propext, Classical.choice, Quot.sound]
```

`harmonic_sum_eq_zero` takes $w\ne1$ from the fact that $e^{2\pi i/L}$ is a primitive root of unity: $w=1$ would make $L$ divide $m$. The step `term` splits off the phase $e^{im\theta/L}$, and `mul_neg_geom_sum` supplies the geometric sum.

`mixedMoment_succ` and `mixedMoment_zero` are the two recurrences. The inductions in `mixedMoment_eq` and `mixedMoment_sub` are taken `generalizing m`, because the step from $n$ to $n+1$ calls on a different harmonic. In `mixedMoment_sub`, `key` evaluates the harmonic of order $L$; then `h1` is the term of order $L$, `h2` the one of order $L-2$, and `linear_combination` takes half of each.

`twistSum_sub` expands the polynomial in `expand`, cancels the lower powers in `low` and reads the remaining change from `top`. At $L=0$ both sides are zero. `twistSum_independent_iff` compares the twists $0$ and $\pi$ for one direction and sets the top coefficient to zero for the other.

In `twistSum_variation_le`, `key` is the bound $L\delta$ at a single twist, and `linarith` combines two of these with twist independence. `twist_average_sub_le` uses the unit sum of the weights to move $S_f(\theta)$ inside the average, then bounds each term.
